# Compressing an axially symmetric Gaussian density along its axis raises the Hartree energy to a finite limit

To see how an approximate exchange functional behaves as a system becomes layer-like, one can squeeze a one-electron density along $z$ and compare the functional's energy with the exact exchange energy. For one electron the latter is minus the Hartree energy, so the comparison needs reliable Hartree energies along the whole squeeze. For a Gaussian density, the problems below supply the spherical value, the direction of change and the planar limit.

The density is
$$n(x,y,z)=\sqrt{\frac{abc}{\pi^3}}\;e^{-ax^2-by^2-cz^2},\qquad a,b,c>0,$$
with total charge one, and its Hartree energy in atomic units is
$$U(a,b,c)=\frac12\iint\frac{n(\mathbf r)\,n(\mathbf r')}{|\mathbf r-\mathbf r'|}\,d^3r\,d^3r'.$$
The letters $a,b,c$ are exponents, not the semi-axes of an ellipsoid: a large $c$ means a thin density.

```lean
import Mathlib

open MeasureTheory Set Filter Topology
open scoped Real

namespace GaussianHartree

noncomputable section
```

Each axis contributes a factor $w_a(t)=(1+2t^2/a)^{-1/2}$, where $t$ is an auxiliary integration variable. Lean calls it `weight a t`; it is not a quadrature weight.

```lean
/-- The factor `(1 + 2t²/a)^(-1/2)` of one axis with exponent `a > 0`. -/
def weight (a t : ℝ) : ℝ := (√(1 + 2 * t ^ 2 / a))⁻¹
```

The energy enters Lean as a single integral over $t>0$, written `Ioi 0`:
$$U(a,b,c)=\frac1{\sqrt\pi}\int_0^\infty w_a(t)\,w_b(t)\,w_c(t)\,dt.$$
Parts (a) and (b) provide the two identities that lead to it from the Coulomb integral. The definition accepts all real exponents; the theorems add positivity, which makes the density normalizable.

```lean
/-- The Hartree energy of the normalized Gaussian density `∝ exp(-ax² - by² - cz²)` with positive
exponents, in its form as an integral over `t > 0`. -/
def hartree (a b c : ℝ) : ℝ :=
  (√π)⁻¹ * ∫ t in Ioi (0 : ℝ), weight a t * weight b t * weight c t
```

## (a) The Coulomb kernel as an integral over Gaussians

Show that for a distance $r>0$
$$\frac1r=\frac2{\sqrt\pi}\int_0^\infty e^{-r^2t^2}\,dt.$$

**Solution.** With $x=rt$ the integral becomes $\frac1r\int_0^\infty e^{-x^2}dx=\frac{\sqrt\pi}{2r}$. Multiplication by $2/\sqrt\pi$ gives $1/r$.

In Lean, `integral_gaussian_Ioi` evaluates the integral, and the root of $\pi/r^2$ is then split using $r>0$.

```lean
/-- The Coulomb kernel at distance `r > 0` is an integral over Gaussians. -/
theorem coulomb_kernel {r : ℝ} (hr : 0 < r) :
    1 / r = 2 / √π * ∫ t in Ioi (0 : ℝ), Real.exp (-r ^ 2 * t ^ 2) := by
  have hp : √π ≠ 0 := (Real.sqrt_pos.mpr Real.pi_pos).ne'
  rw [integral_gaussian_Ioi, Real.sqrt_div Real.pi_pos.le, Real.sqrt_sq hr.le]
  field_simp
```

## (b) The average along one axis

Let $u$ be one component of the separation of two charge elements, distributed as $p_a(u)=\sqrt{a/(2\pi)}\,e^{-au^2/2}$ with $a>0$. Show that
$$\int_{-\infty}^{\infty}p_a(u)\,e^{-t^2u^2}\,du=w_a(t).$$

**Solution.** The exponents add to $-(a/2+t^2)u^2$, so the integral equals
$$\sqrt{\frac a{2\pi}}\sqrt{\frac{\pi}{a/2+t^2}}=\sqrt{\frac{a}{a+2t^2}}=w_a(t).$$

The step `h` merges the exponentials, `integral_gaussian` integrates, and the remaining lines bring both sides under one root.

```lean
/-- Averaging `exp(-t²u²)` over a normalized Gaussian in `u` of variance `1/a`, with `a > 0`,
gives the factor of one axis. -/
theorem axis_average {a : ℝ} (ha : 0 < a) (t : ℝ) :
    ∫ u : ℝ, √(a / (2 * π)) * Real.exp (-(a / 2) * u ^ 2) * Real.exp (-t ^ 2 * u ^ 2) =
      weight a t := by
  have h : ∀ u : ℝ, √(a / (2 * π)) * Real.exp (-(a / 2) * u ^ 2) * Real.exp (-t ^ 2 * u ^ 2) =
      √(a / (2 * π)) * Real.exp (-(a / 2 + t ^ 2) * u ^ 2) := by
    intro u
    rw [mul_assoc, ← Real.exp_add]
    congr 2
    ring
  have h0 : a + 2 * t ^ 2 ≠ 0 := by positivity
  simp only [h]
  rw [integral_const_mul, integral_gaussian, ← Real.sqrt_mul (by positivity)]
  unfold weight
  rw [← Real.sqrt_inv, show a / 2 + t ^ 2 = (a + 2 * t ^ 2) / 2 by ring,
    show 1 + 2 * t ^ 2 / a = (a + 2 * t ^ 2) / a by field_simp]
  congr 1
  field_simp
```

To reach the formula for $U$, first find the distribution of the separation $\mathbf s=(u,v,q)$. Since $x^2+(x+u)^2=2(x+u/2)^2+u^2/2$,
$$\frac a\pi\int_{-\infty}^{\infty} e^{-ax^2-a(x+u)^2}dx=\frac a\pi\sqrt{\frac{\pi}{2a}}\;e^{-au^2/2}=p_a(u),$$
and likewise for the other axes. Inserting (a) with $r=|\mathbf s|$, and exchanging the integrals, which is allowed because everything is nonnegative, gives
$$U=\frac12\int\frac{p_a(u)p_b(v)p_c(q)}{|\mathbf s|}\,d^3s=\frac1{\sqrt\pi}\int_0^\infty w_aw_bw_c\,dt.$$
This assembly is an informal argument: Lean checks the two identities, but takes the final integral as the definition of `hartree`.

## (c) Bounds on the axis factor

Show that for $a>0$ and every real $t$
$$0<w_a(t)\le1,\qquad w_a(t)^2=\frac1{1+(\sqrt{2/a}\,t)^2}.$$

**Solution.** Since $1+2t^2/a\ge1$, its root is at least one and the reciprocal lies in $(0,1]$. Squaring removes the root, and $2t^2/a=(\sqrt{2/a}\,t)^2$.

The upper bound fails if negative exponents are admitted: $a=-4$ and $t=1$ give $w_a(t)=(1/2)^{-1/2}=\sqrt2$.

The theorem returns the three claims together. The first two follow from positivity and the bound on the root, the third from squaring the root.

```lean
/-- For `a > 0` the axis factor lies in `(0, 1]` and its square is a Lorentzian in `t`. -/
theorem weight_bounds {a : ℝ} (ha : 0 < a) (t : ℝ) :
    0 < weight a t ∧ weight a t ≤ 1 ∧
      weight a t * weight a t = (1 + (√(2 / a) * t) ^ 2)⁻¹ := by
  have h0 : 0 ≤ 2 * t ^ 2 / a := by positivity
  refine ⟨by unfold weight; positivity,
    inv_le_one_of_one_le₀ (Real.one_le_sqrt.mpr (by linarith)), ?_⟩
  unfold weight
  rw [mul_pow, Real.sq_sqrt (by positivity), ← mul_inv, Real.mul_self_sqrt (by positivity)]
  congr 1
  ring
```

## (d) The squared factor has a finite integral

Show that for $a>0$
$$\int_{-\infty}^{\infty}w_a(t)^2\,dt<\infty.$$

**Solution.** By (c), the substitution $x=\sqrt{2/a}\,t$ turns the integrand into a constant times $1/(1+x^2)$. This is at most $1$ for $|x|\le1$ and at most $1/x^2$ beyond, so the integral is finite.

Lean rewrites the square by (c) and rescales the known result `integrable_inv_one_add_sq`.

```lean
/-- For `a > 0` the squared axis factor is integrable. -/
theorem weight_sq_integrable {a : ℝ} (ha : 0 < a) :
    Integrable (fun t => weight a t * weight a t) := by
  simp only [fun t => (weight_bounds ha t).2.2]
  exact integrable_inv_one_add_sq.comp_mul_left' (Real.sqrt_pos.mpr (by positivity)).ne'
```

## (e) The energy integrand has a finite integral

Show that for $a,b,c>0$
$$\int_{-\infty}^{\infty}w_a(t)w_b(t)w_c(t)\,dt<\infty.$$

**Solution.** From $w_c\le1$ and $2w_aw_b\le w_a^2+w_b^2$ it follows that
$$0<w_aw_bw_c\le w_aw_b\le w_a^2+w_b^2,$$
and the right-hand side is integrable by (d).

The comparison is made by `mono'`. The step `hm` supplies measurability, and `nlinarith` derives the inequality from $(w_a-w_b)^2\ge0$.

```lean
/-- For positive exponents the integrand of the Hartree energy is integrable. -/
theorem weight_integrable {a b c : ℝ} (ha : 0 < a) (hb : 0 < b) (hc : 0 < c) :
    Integrable (fun t => weight a t * weight b t * weight c t) := by
  have hm : ∀ k : ℝ, Measurable (fun t => weight k t) := by
    intro k
    have h : Continuous fun t : ℝ => √(1 + 2 * t ^ 2 / k) := by fun_prop
    exact h.measurable.inv
  refine ((weight_sq_integrable ha).add (weight_sq_integrable hb)).mono'
    (((hm a).mul (hm b)).mul (hm c)).aestronglyMeasurable (Eventually.of_forall fun t => ?_)
  have pa := (weight_bounds ha t).1
  have pb := (weight_bounds hb t).1
  have pc := (weight_bounds hc t).1
  rw [Real.norm_of_nonneg (by positivity)]
  refine le_trans (mul_le_of_le_one_right (by positivity) (weight_bounds hc t).2.1) ?_
  change _ ≤ weight a t * weight a t + weight b t * weight b t
  nlinarith [sq_nonneg (weight a t - weight b t), mul_pos pa pb]
```

## (f) The spherical density

Show that for $a>0$
$$U(a,a,a)=\sqrt{\frac a{2\pi}}.$$

**Solution.** Put $R(t)=\sqrt{1+2t^2/a}$, so that the integrand is $R^{-3}$ and $R'=2t/(aR)$. Then
$$\frac{d}{dt}\frac tR=\frac{R-2t^2/(aR)}{R^2}=\frac{R^2-2t^2/a}{R^3}=\frac1{R^3}.$$
The antiderivative $t/R$ vanishes at $t=0$. For $t>0$ it equals $(t^{-2}+2/a)^{-1/2}$, which tends to $\sqrt{a/2}$ as $t\to\infty$. Division by $\sqrt\pi$ gives the result.

In Lean, `hd` is the derivative, with its algebra in `alg`, and `hlim` is the limit at infinity. The fundamental theorem of calculus on the half-line combines them in `hI`.

```lean
/-- The Hartree energy of the spherical Gaussian with exponent `a > 0` is `√(a/(2π))`. -/
theorem hartree_isotropic {a : ℝ} (ha : 0 < a) : hartree a a a = √(a / (2 * π)) := by
  -- t / √(1 + 2t²/a) is an antiderivative of the integrand
  have hd : ∀ t : ℝ, HasDerivAt (fun x : ℝ => x / √(1 + 2 * x ^ 2 / a))
      (weight a t * weight a t * weight a t) t := by
    intro t
    have hp : 0 < 1 + 2 * t ^ 2 / a := by positivity
    have h1 : HasDerivAt (fun x : ℝ => 1 + 2 * x ^ 2 / a) (4 * t / a) t :=
      ((((hasDerivAt_pow 2 t).const_mul 2).div_const a).const_add 1).congr_deriv (by
        change 2 * (((2 : ℕ) : ℝ) * t ^ 1) / a = 4 * t / a
        push_cast
        ring)
    have alg : ∀ R : ℝ, R ≠ 0 → R ^ 2 = 1 + 2 * t ^ 2 / a →
        (1 * R - t * (4 * t / a / (2 * R))) / R ^ 2 = R⁻¹ * R⁻¹ * R⁻¹ := by
      intro R hR h
      rw [show t * (4 * t / a / (2 * R)) = (2 * t ^ 2 / a) / R by ring,
        show 2 * t ^ 2 / a = R ^ 2 - 1 by linarith]
      field_simp
      ring
    have hR := (Real.sqrt_pos.mpr hp).ne'
    exact ((hasDerivAt_id' t).fun_div (h1.sqrt hp.ne') hR).congr_deriv
      (alg _ hR (Real.sq_sqrt hp.le))
  have hlim : Tendsto (fun x : ℝ => x / √(1 + 2 * x ^ 2 / a)) atTop (𝓝 (√(a / 2))) := by
    have h0 : Tendsto (fun x : ℝ => (x ^ 2)⁻¹) atTop (𝓝 0) :=
      tendsto_inv_atTop_zero.comp (tendsto_pow_atTop two_ne_zero)
    have hne : √(0 + 2 / a) ≠ 0 := (Real.sqrt_pos.mpr (by positivity)).ne'
    have h1 := ((h0.add_const (2 / a)).sqrt).inv₀ hne
    rw [zero_add, ← Real.sqrt_inv, inv_div] at h1
    refine h1.congr' ?_
    filter_upwards [eventually_gt_atTop 0] with x hx
    rw [show 1 + 2 * x ^ 2 / a = x ^ 2 * ((x ^ 2)⁻¹ + 2 / a) by field_simp,
      Real.sqrt_mul (sq_nonneg x), Real.sqrt_sq hx.le, div_mul_eq_div_div,
      div_self hx.ne', one_div]
  have hI : ∫ t in Ioi (0 : ℝ), weight a t * weight a t * weight a t = √(a / 2) := by
    rw [integral_Ioi_of_hasDerivAt_of_tendsto' (fun t _ => hd t)
      (weight_integrable ha ha ha).integrableOn hlim]
    simp
  rw [hartree, hI, ← Real.sqrt_inv, ← Real.sqrt_mul (by positivity)]
  congr 1
  ring
```

## (g) Compression raises the energy

Show that for fixed $a,b>0$
$$0<c<d\quad\Longrightarrow\quad U(a,b,c)<U(a,b,d).$$

**Solution.** For $t>0$ we have $2t^2/d<2t^2/c$, hence $w_c(t)<w_d(t)$. Therefore
$$w_a(t)w_b(t)\,[w_d(t)-w_c(t)]>0\qquad\text{for all }t>0.$$
Both energy integrands are integrable by (e), and a function that is positive throughout the half-line has a positive integral there.

`StrictMonoOn` on `Ioi 0` states exactly this implication; $a$ and $b$ may differ. The pointwise inequality is `hlt`. The step `hpos` obtains a positive integral from the fact that the difference is nonzero on a set of positive measure.

```lean
/-- At fixed positive `a` and `b`, the Hartree energy increases strictly with `c > 0`. -/
theorem hartree_strictMonoOn {a b : ℝ} (ha : 0 < a) (hb : 0 < b) :
    StrictMonoOn (fun c => hartree a b c) (Ioi 0) := by
  intro c hc d hd hcd
  have hc' : 0 < c := hc
  have hd' : 0 < d := hd
  -- the integrand increases at every t > 0
  have hlt : ∀ t ∈ Ioi (0 : ℝ), 0 <
      weight a t * weight b t * weight d t - weight a t * weight b t * weight c t := by
    intro t ht
    have ht' : 0 < t := ht
    have h1 : 2 * t ^ 2 / d < 2 * t ^ 2 / c :=
      div_lt_div_of_pos_left (by positivity) hc' hcd
    have h2 : √(1 + 2 * t ^ 2 / d) < √(1 + 2 * t ^ 2 / c) :=
      Real.sqrt_lt_sqrt (by positivity) (by linarith)
    have h3 : weight c t < weight d t := by
      simpa only [weight, one_div] using
        one_div_lt_one_div_of_lt (Real.sqrt_pos.mpr (by positivity)) h2
    rw [← mul_sub]
    exact mul_pos (mul_pos (weight_bounds ha t).1 (weight_bounds hb t).1) (sub_pos.mpr h3)
  have ic := (weight_integrable ha hb hc').integrableOn (s := Ioi (0 : ℝ))
  have jd := (weight_integrable ha hb hd').integrableOn (s := Ioi (0 : ℝ))
  have hpos := (setIntegral_pos_iff_support_of_nonneg_ae
    ((ae_restrict_iff' measurableSet_Ioi).2
      (Eventually.of_forall fun t ht => (hlt t ht).le)) (jd.sub ic)).2
    (lt_of_lt_of_le (b := volume (Ioi (0 : ℝ))) (by simp)
      (measure_mono fun t ht => ⟨(hlt t ht).ne', ht⟩))
  have hsub := integral_sub jd ic
  exact mul_lt_mul_of_pos_left (sub_pos.mp (hsub ▸ hpos))
    (inv_pos.mpr (Real.sqrt_pos.mpr Real.pi_pos))
```

## (h) The planar limit

Show that for $a>0$
$$\lim_{c\to\infty}U(a,a,c)=\sqrt{\frac{\pi a}8}.$$

**Solution.** At fixed $t$ the factor $w_c(t)$ tends to $1$, and $w_a^2w_c\le w_a^2$, which is integrable by (d). Dominated convergence therefore allows the limit to be taken inside the integral:
$$\int_0^\infty w_a^2w_c\,dt\;\to\;\int_0^\infty\frac{dt}{1+2t^2/a}=\sqrt{\frac a2}\left[\arctan x\right]_0^\infty=\frac\pi2\sqrt{\frac a2}.$$
Division by $\sqrt\pi$ gives $\sqrt{\pi a/8}$, which is $\pi/2$ times the spherical value in (f).

At the opposite end, $c\to0^+$, the density becomes an infinitely long needle. There $w_c(t)\to0$ for each $t>0$, and the same bound gives $U(a,a,c)\to0$.

For this one-electron Gaussian family, exact exchange thus stays finite in the planar limit, and an approximate functional that diverges there is wrong.

The Lean statement says that `hartree a a c` tends to the stated value as the real number `c` grows without bound; it gives no rate of convergence. In the proof, `hI` evaluates the Lorentzian integral, `hlim` applies dominated convergence, and `hval` matches the constants.

```lean
/-- For `a > 0` the Hartree energy with exponents `a, a, c` tends to the finite oblate limit
`√(πa/8)` as `c → ∞`. -/
theorem hartree_tendsto_oblate {a : ℝ} (ha : 0 < a) :
    Tendsto (fun c => hartree a a c) atTop (𝓝 (√(π * a / 8))) := by
  have hk : 0 < √(2 / a) := Real.sqrt_pos.mpr (by positivity)
  -- the limiting integrand is a Lorentzian
  have hI : ∫ t in Ioi (0 : ℝ), weight a t * weight a t = (√(2 / a))⁻¹ * (π / 2) := by
    have h := integral_comp_mul_left_Ioi (fun x : ℝ => (1 + x ^ 2)⁻¹) 0 hk
    rw [mul_zero, integral_Ioi_inv_one_add_sq, Real.arctan_zero, sub_zero, smul_eq_mul] at h
    simp only [fun t => (weight_bounds ha t).2.2]
    exact h
  have hlim : Tendsto (fun c => ∫ t in Ioi (0 : ℝ), weight a t * weight a t * weight c t)
      atTop (𝓝 (∫ t in Ioi (0 : ℝ), weight a t * weight a t)) := by
    refine tendsto_integral_filter_of_dominated_convergence
      (fun t => weight a t * weight a t) ?_ ?_ (weight_sq_integrable ha).integrableOn ?_
    · filter_upwards [eventually_gt_atTop 0] with c hc
      exact (weight_integrable ha ha hc).integrableOn.aestronglyMeasurable
    · filter_upwards [eventually_gt_atTop 0] with c hc
      refine Eventually.of_forall fun t => ?_
      have pa := (weight_bounds ha t).1
      have pc := (weight_bounds hc t).1
      rw [Real.norm_of_nonneg (by positivity)]
      exact mul_le_of_le_one_right (by positivity) (weight_bounds hc t).2.1
    · refine Eventually.of_forall fun t => ?_
      have h0 : Tendsto (fun c : ℝ => 2 * t ^ 2 / c) atTop (𝓝 0) :=
        tendsto_const_nhds.div_atTop tendsto_id
      have h1 : Tendsto (fun c => weight c t) atTop (𝓝 1) := by
        simpa [weight] using ((h0.const_add 1).sqrt).inv₀ (by simp)
      simpa only [mul_one] using h1.const_mul (weight a t * weight a t)
  have e : π * a / 8 = (π / 2) ^ 2 * (π⁻¹ * (2 / a)⁻¹) := by
    field_simp
    ring
  have hval : √(π * a / 8) = (√π)⁻¹ * ((√(2 / a))⁻¹ * (π / 2)) := by
    rw [e, Real.sqrt_mul (sq_nonneg _), Real.sqrt_sq (by positivity),
      Real.sqrt_mul (by positivity), Real.sqrt_inv, Real.sqrt_inv]
    ring
  rw [hval, ← hI]
  exact hlim.const_mul (√π)⁻¹

end

end GaussianHartree
```

```lean
#print axioms GaussianHartree.axis_average
#print axioms GaussianHartree.hartree_isotropic
#print axioms GaussianHartree.hartree_strictMonoOn
#print axioms GaussianHartree.hartree_tendsto_oblate
```

```
'GaussianHartree.axis_average' depends on axioms: [propext, Classical.choice, Quot.sound]
'GaussianHartree.hartree_isotropic' depends on axioms: [propext, Classical.choice, Quot.sound]
'GaussianHartree.hartree_strictMonoOn' depends on axioms: [propext, Classical.choice, Quot.sound]
'GaussianHartree.hartree_tendsto_oblate' depends on axioms: [propext, Classical.choice, Quot.sound]
```
